# The one-particle reduced density matrix of a Slater determinant of N orthonormal orbitals is the occupied projector divided by N

## One electron out of many

Put \(N\) electrons into \(N\) orthonormal orbitals and antisymmetrise. The result is a pure state of the whole system, but a measurement on a single electron sees only a reduced state, obtained by tracing out the other \(N-1\). Which state is it, and does it depend on which electron is kept?

The reduced state is an equal mixture of the occupied orbitals, the same for every electron. Multiplied by \(N\), it is the projector onto the space that the orbitals span. In Hartree–Fock calculations, where the trial state is a single determinant, this is the idempotency condition on the spin-orbital density matrix, here for a finite orthonormal one-particle basis.

## Orbitals, configurations and the partial trace

Let \(d\) be a finite set labelling an orthonormal one-particle basis; for electrons a label includes the spin, unless all of them have the same spin. Write \(N=n+1\) with \(n\ge 0\), and number orbitals and particles from \(0\) to \(n\). An orbital is a function \(u_i:d\to\mathbb C\), a configuration \(x\) assigns a label \(x_j\) to each particle \(j\), and the wavefunction is

\[
\psi(x)=\frac{\det\big(u_i(x_j)\big)}{\sqrt{N!}} .
\]

For a particle \(k\), let \((a,y)_k\) be the configuration with particle \(k\) at \(a\) and the others, in order, at \(y\). The reduced density matrix is

\[
\gamma_{ab}=\sum_y \psi\big((a,y)_k\big)\,\psi\big((b,y)_k\big)^* .
\]

In the code these objects are `slater u`, `k.insertNth a y` and `oneRDM k ψ`. The hypothesis `OrthonormalOrbitals u` says \(\langle u_i,u_j\rangle=\delta_{ij}\), with the complex conjugate on the first factor. The matrix `occupied u` is \(P=\sum_i u_iu_i^{\mathsf H}\).

The theorem `oneRDM_slater` states \(\gamma=P/N\) for every \(k\), and `oneRDM_scaled` states that \(N\gamma=P\) and that this matrix is idempotent. By `occupied_projector`, \(P\) is also Hermitian and its range is exactly the span of the orbitals.

The name `oneRDM` follows the quantum-information normalisation, in which a normalised state gives trace one. Electronic-structure texts often use the same name for \(N\gamma\), with trace \(N\). For a closed-shell restricted determinant, summing \(N\gamma\) over spin gives a matrix \(D\) with \(D^2=2D\), so that \(D/2\) is the idempotent one.

The step left to the user is the passage from orbitals in continuous space to coefficient vectors in a finite orthonormal basis. With non-orthogonal atomic basis functions, the basis overlap matrix would enter the formulas.

## From the determinant to the projector

**Singling out particle \(k\).** Column \(k\) of the determinant at \((a,y)_k\) has entries \(u_i(a)\). Let \(\Phi_i\) be the normalised \((N-1)\)-particle Slater determinant with orbital \(i\) removed. Laplace expansion along column \(k\), with \(\sqrt{N!}=\sqrt N\sqrt{(N-1)!}\), gives

\[
\psi\big((a,y)_k\big)=\sum_i s_i\,u_i(a)\,\Phi_i(y),\qquad s_i=\frac{(-1)^{i+k}}{\sqrt N}.
\]

For \(N=1\) there is one empty configuration \(y\), and \(\Phi_0=1\).

**Overlap of two determinants.** Let \(D_w\) and \(D_v\) be Slater determinants of \(m\) arbitrary orbitals each, with the prefactor \(1/\sqrt{m!}\), and set \(S_{ij}=\langle w_i,v_j\rangle\). Expand both over permutations, with signs \(\varepsilon\):

\[
\sum_x D_w(x)^*D_v(x)=\frac1{m!}\sum_{\tau,\sigma}\varepsilon_\tau\varepsilon_\sigma\sum_x\prod_i w_{\tau(i)}(x_i)^*\,v_{\sigma(i)}(x_i).
\]

Each \(x_i\) occurs in one factor only, so the sum over \(x\) factorises into \(\prod_i S_{\tau(i)\sigma(i)}\). For fixed \(\tau\), the signed sum over \(\sigma\) is the determinant of \(S\) with its rows permuted, which is \(\varepsilon_\tau\det S\). The second \(\varepsilon_\tau\) cancels the sign, and the \(m!\) choices of \(\tau\) cancel the prefactor. The overlap is \(\det S\).

**Determinants with one orbital removed.** For \(\Phi_i\) with itself, \(S\) is the identity and the overlap is one. For \(i\ne j\), orbital \(u_j\) is present in \(\Phi_i\) and orthogonal to every orbital in \(\Phi_j\). The overlap matrix then has a zero row, so

\[
\sum_y\Phi_i(y)^*\Phi_j(y)=\delta_{ij}.
\]

**The partial trace.** Inserting the expansion twice gives

\[
\gamma_{ab}=\sum_{i,j}s_is_j^*\,u_i(a)u_j(b)^*\sum_y\Phi_j(y)^*\Phi_i(y)
=\frac1N\sum_i u_i(a)u_i(b)^* ,
\]

because \(s_is_i^*=1/N\). The dependence on \(k\) has disappeared with the signs.

**The projector.** Each term \(u_iu_i^{\mathsf H}\) is Hermitian, hence so is \(P\). Orthonormality gives

\[
P^2=\sum_{i,j}u_i\langle u_i,u_j\rangle u_j^{\mathsf H}=P .
\]

For a vector \(x\in\mathbb C^d\), \(Px=\sum_i\langle u_i,x\rangle u_i\), so the range lies in the span of the orbitals. Since \(Pu_j=u_j\), it contains every orbital and is therefore the whole span.

## Two electrons in three basis states

Take \(u_0=(3/5,\,4i/5,\,0)\) and \(u_1=(4i/5,\,3/5,\,0)\), with basis labels \(0,1,2\). Then

\[
\psi(0,1)=\frac{1}{\sqrt2}\left(\frac{9}{25}-\frac{4i}{5}\cdot\frac{4i}{5}\right)=\frac1{\sqrt2},\qquad \psi(1,0)=-\frac1{\sqrt2},
\]

and all other amplitudes vanish. Tracing out either particle gives \(\gamma=\mathrm{diag}(1/2,1/2,0)\).

The orbital sum agrees. The off-diagonal entries \(\mp12i/25\) of \(u_0u_0^{\mathsf H}\) cancel those of \(u_1u_1^{\mathsf H}\), and the first two diagonal entries each add to \(9/25+16/25=1\). Thus \(2\gamma=\mathrm{diag}(1,1,0)\), the projector onto the first two basis states. The orthonormality of this pair is the content of `orthonormalOrbitals_witness`.

## The complete Lean development

```lean
import Mathlib

open Matrix Equiv

noncomputable section

namespace SlaterReducedState

variable {d : Type*} {n : ℕ}

local notation:max "ε" σ:max => ((Perm.sign σ : ℤ) : ℂ)

/-- The Slater determinant `det (u_i(x_j)) / √(n!)` of `n` orbitals, which need not be orthonormal
here. -/
def slater (u : Fin n → d → ℂ) (x : Fin n → d) : ℂ :=
  (Matrix.of fun i j => u i (x j)).det / ((√(Nat.factorial n : ℝ) : ℝ) : ℂ)

/-- Singling out particle `k`, a Slater determinant of `n + 1` orbitals is a sum over the orbitals:
each term is a sign over `√(n + 1)`, times the orbital at that particle's position, times the Slater
determinant of the other particles with that orbital removed. -/
theorem slater_expand (u : Fin (n + 1) → d → ℂ) (k : Fin (n + 1)) (a : d) (y : Fin n → d) :
    slater u (k.insertNth a y) = ∑ i : Fin (n + 1),
      (-1) ^ ((i : ℕ) + (k : ℕ)) / ((√((n : ℝ) + 1) : ℝ) : ℂ) * u i a *
        slater (u ∘ i.succAbove) y := by
  have hf : √(Nat.factorial (n + 1) : ℝ) = √((n : ℝ) + 1) * √(Nat.factorial n : ℝ) := by
    rw [Nat.factorial_succ]
    push_cast
    rw [Real.sqrt_mul (by positivity)]
  unfold slater
  -- Laplace expansion along the column of particle `k`
  rw [Matrix.det_succ_column _ k, hf, Finset.sum_div]
  refine Finset.sum_congr rfl fun i _ => ?_
  have hs : (Matrix.of fun i j => u i ((k.insertNth a y : Fin (n + 1) → d) j)).submatrix
      i.succAbove k.succAbove = Matrix.of fun l j => (u ∘ i.succAbove) l (y j) := by
    ext l j
    simp
  rw [hs, Complex.ofReal_mul]
  simp only [Matrix.of_apply, Fin.insertNth_apply_same]
  ring

variable [Fintype d]

/-- The orbitals are orthonormal: `⟨u_i, u_j⟩ = δ_ij`. -/
def OrthonormalOrbitals (u : Fin n → d → ℂ) : Prop :=
  ∀ i j, star (u i) ⬝ᵥ u j = if i = j then 1 else 0

/-- The matrix of overlaps `⟨w_i, v_j⟩` between two sets of orbitals. -/
def overlapMatrix (w v : Fin n → d → ℂ) : Matrix (Fin n) (Fin n) ℂ :=
  Matrix.of fun i j => star (w i) ⬝ᵥ v j

/-- The one-particle reduced density matrix of particle `k`: the coordinates of all other
particles are traced out of `|ψ⟩⟨ψ|`. -/
def oneRDM (k : Fin (n + 1)) (ψ : (Fin (n + 1) → d) → ℂ) : Matrix d d ℂ :=
  Matrix.of fun a b => ∑ y : Fin n → d, ψ (k.insertNth a y) * star (ψ (k.insertNth b y))

/-- The sum `∑ u_i u_i^H` over the occupied orbitals. -/
def occupied (u : Fin n → d → ℂ) : Matrix d d ℂ :=
  Matrix.of fun a b => ∑ i, u i a * star (u i b)

/-- The overlap of two Slater determinants is the determinant of their orbital overlaps. -/
theorem slater_overlap (w v : Fin n → d → ℂ) :
    ∑ x : Fin n → d, star (slater w x) * slater v x = (overlapMatrix w v).det := by
  have key : ∑ x : Fin n → d, star (Matrix.of fun i j => w i (x j)).det *
      (Matrix.of fun i j => v i (x j)).det
      = (Nat.factorial n : ℂ) * (overlapMatrix w v).det := by
    calc _ = ∑ x : Fin n → d, ∑ τ : Perm (Fin n), ∑ σ : Perm (Fin n),
          ε τ * ε σ * ∏ i, (star (w (τ i) (x i)) * v (σ i) (x i)) := by
          refine Finset.sum_congr rfl fun x _ => ?_
          rw [Matrix.det_apply', Matrix.det_apply', star_sum, Finset.sum_mul_sum]
          refine Finset.sum_congr rfl fun τ _ => Finset.sum_congr rfl fun σ _ => ?_
          rw [Finset.prod_mul_distrib]
          simp only [star_mul', star_prod, star_intCast, Matrix.of_apply]
          ring
      _ = ∑ τ : Perm (Fin n), ∑ σ : Perm (Fin n),
          ε τ * ε σ * ∏ i, overlapMatrix w v (τ i) (σ i) := by
          -- the sum over configurations factorises particle by particle
          rw [Finset.sum_comm]
          refine Finset.sum_congr rfl fun τ _ => ?_
          rw [Finset.sum_comm]
          refine Finset.sum_congr rfl fun σ _ => ?_
          rw [← Finset.mul_sum]
          congr 1
          simp only [overlapMatrix, Matrix.of_apply, dotProduct, Pi.star_apply]
          rw [Finset.prod_univ_sum, Fintype.piFinset_univ]
      _ = ∑ _τ : Perm (Fin n), (overlapMatrix w v).det := by
          refine Finset.sum_congr rfl fun τ _ => ?_
          have hp := Matrix.det_permute τ (overlapMatrix w v)
          rw [← Matrix.det_transpose, Matrix.det_apply'] at hp
          have h : ∑ σ : Perm (Fin n), ε σ * ∏ i, overlapMatrix w v (τ i) (σ i)
              = ε τ * (overlapMatrix w v).det := hp
          have hs : ε τ * ε τ = 1 := by
            rcases Int.units_eq_one_or (Perm.sign τ) with h | h <;> simp [h]
          simp_rw [mul_assoc]
          rw [← Finset.mul_sum, h, ← mul_assoc, hs, one_mul]
      _ = _ := by
          rw [Finset.sum_const, Finset.card_univ, Fintype.card_perm, Fintype.card_fin,
            nsmul_eq_mul]
  have ht : ((√(Nat.factorial n : ℝ) : ℝ) : ℂ) * ((√(Nat.factorial n : ℝ) : ℝ) : ℂ)
      = (Nat.factorial n : ℂ) := by
    rw [← Complex.ofReal_mul, Real.mul_self_sqrt (by positivity), Complex.ofReal_natCast]
  have hn : (Nat.factorial n : ℂ) ≠ 0 := Nat.cast_ne_zero.mpr n.factorial_ne_zero
  rw [← mul_div_cancel_left₀ (overlapMatrix w v).det hn, ← key, Finset.sum_div]
  refine Finset.sum_congr rfl fun x _ => ?_
  rw [← ht]
  simp only [slater, Complex.star_def, map_div₀, Complex.conj_ofReal]
  ring

/-- The Slater determinant of orthonormal orbitals has norm one. -/
theorem slater_norm {u : Fin n → d → ℂ} (hu : OrthonormalOrbitals u) :
    ∑ x : Fin n → d, star (slater u x) * slater u x = 1 := by
  have h : overlapMatrix u u = 1 := by
    ext i j
    exact (hu i j).trans Matrix.one_apply.symm
  rw [slater_overlap, h, Matrix.det_one]

/-- Removing one orbital from an orthonormal set gives Slater determinants that are
orthonormal with respect to the choice of the removed orbital. -/
theorem hole_overlap {u : Fin (n + 1) → d → ℂ} (hu : OrthonormalOrbitals u)
    (i j : Fin (n + 1)) :
    ∑ y : Fin n → d, star (slater (u ∘ i.succAbove) y) * slater (u ∘ j.succAbove) y
      = if i = j then 1 else 0 := by
  split_ifs with hij
  · subst hij
    refine slater_norm fun a b => (hu (i.succAbove a) (i.succAbove b)).trans ?_
    simp
  · -- orbital `j` is present on the left and orthogonal to everything on the right
    rw [slater_overlap]
    obtain ⟨l, hl⟩ := Fin.exists_succAbove_eq (fun h => hij h.symm : j ≠ i)
    refine Matrix.det_eq_zero_of_row_eq_zero l fun m => ?_
    refine (hu (i.succAbove l) (j.succAbove m)).trans (if_neg ?_)
    rw [hl]
    exact (Fin.succAbove_ne j m).symm

/-- For `N = n + 1` orthonormal orbitals, the reduced density matrix of any particle in the
Slater determinant is `(1/N) ∑ u_i u_i^H`. -/
theorem oneRDM_slater {u : Fin (n + 1) → d → ℂ} (hu : OrthonormalOrbitals u)
    (k : Fin (n + 1)) : oneRDM k (slater u) = (1 / ((n : ℂ) + 1)) • occupied u := by
  obtain ⟨s, hs, hψ⟩ : ∃ s : Fin (n + 1) → ℂ, (∀ i, s i * star (s i) = 1 / ((n : ℂ) + 1)) ∧
      ∀ (a : d) (y : Fin n → d), slater u (k.insertNth a y) =
        ∑ i : Fin (n + 1), s i * u i a * slater (u ∘ i.succAbove) y := by
    refine ⟨fun i => (-1) ^ ((i : ℕ) + (k : ℕ)) / ((√((n : ℝ) + 1) : ℝ) : ℂ),
      fun i => ?_, slater_expand u k⟩
    simp only [Complex.star_def, map_div₀, map_pow, map_neg, map_one, Complex.conj_ofReal]
    rw [div_mul_div_comm, ← mul_pow, ← Complex.ofReal_mul, Real.mul_self_sqrt (by positivity)]
    simp
  ext a b
  calc oneRDM k (slater u) a b
      = ∑ y : Fin n → d, ∑ i : Fin (n + 1), ∑ j : Fin (n + 1),
          s i * u i a * star (s j * u j b) *
            (star (slater (u ∘ j.succAbove) y) * slater (u ∘ i.succAbove) y) := by
        simp only [oneRDM, Matrix.of_apply]
        refine Finset.sum_congr rfl fun y _ => ?_
        rw [hψ a y, hψ b y, star_sum, Finset.sum_mul_sum]
        refine Finset.sum_congr rfl fun i _ => Finset.sum_congr rfl fun j _ => ?_
        simp only [star_mul']
        ring
    _ = ∑ i : Fin (n + 1), ∑ j : Fin (n + 1),
          s i * u i a * star (s j * u j b) * (if j = i then 1 else 0) := by
        rw [Finset.sum_comm]
        refine Finset.sum_congr rfl fun i _ => ?_
        rw [Finset.sum_comm]
        refine Finset.sum_congr rfl fun j _ => ?_
        rw [← Finset.mul_sum, hole_overlap hu]
    _ = ((1 / ((n : ℂ) + 1)) • occupied u) a b := by
        -- only the diagonal terms survive
        simp only [mul_ite, mul_one, mul_zero, Finset.sum_ite_eq', Finset.mem_univ, if_true]
        rw [Matrix.smul_apply, smul_eq_mul, occupied, Matrix.of_apply, Finset.mul_sum]
        refine Finset.sum_congr rfl fun i _ => ?_
        rw [star_mul', ← hs i]
        ring

/-- For orthonormal orbitals, `∑ u_i u_i^H` is Hermitian and idempotent, and its range is the
span of the orbitals. -/
theorem occupied_projector {u : Fin n → d → ℂ} (hu : OrthonormalOrbitals u) :
    (occupied u).IsHermitian ∧ occupied u * occupied u = occupied u ∧
      LinearMap.range (occupied u).mulVecLin = Submodule.span ℂ (Set.range u) := by
  have hact : ∀ x, occupied u *ᵥ x = ∑ i, (star (u i) ⬝ᵥ x) • u i := by
    intro x
    ext a
    simp only [occupied, Matrix.mulVec, dotProduct, Matrix.of_apply, Finset.sum_apply,
      Pi.smul_apply, Pi.star_apply, smul_eq_mul, Finset.sum_mul]
    rw [Finset.sum_comm]
    exact Finset.sum_congr rfl fun i _ => Finset.sum_congr rfl fun b _ => by ring
  -- the orbitals are the columns of an isometry `A`
  obtain ⟨A, hA, hP⟩ : ∃ A : Matrix d (Fin n) ℂ, Aᴴ * A = 1 ∧ occupied u = A * Aᴴ := by
    refine ⟨Matrix.of fun a i => u i a, ?_, rfl⟩
    ext i j
    exact (hu i j).trans Matrix.one_apply.symm
  refine ⟨?_, ?_, le_antisymm ?_ (Submodule.span_le.mpr ?_)⟩
  · rw [hP]
    exact Matrix.isHermitian_mul_conjTranspose_self A
  · rw [hP, Matrix.mul_assoc, ← Matrix.mul_assoc Aᴴ, hA, Matrix.one_mul]
  · rintro _ ⟨x, rfl⟩
    rw [Matrix.mulVecLin_apply, hact]
    exact Submodule.sum_mem _ fun i _ =>
      Submodule.smul_mem _ _ (Submodule.subset_span ⟨i, rfl⟩)
  · rintro _ ⟨j, rfl⟩
    refine ⟨u j, ?_⟩
    rw [Matrix.mulVecLin_apply, hact]
    simp [hu _ j]

/-- For `N = n + 1` orthonormal orbitals, `N` times the reduced density matrix of the Slater
determinant is `∑ u_i u_i^H`, and this matrix is idempotent. -/
theorem oneRDM_scaled {u : Fin (n + 1) → d → ℂ} (hu : OrthonormalOrbitals u)
    (k : Fin (n + 1)) : ((n : ℂ) + 1) • oneRDM k (slater u) = occupied u ∧
      IsIdempotentElem (((n : ℂ) + 1) • oneRDM k (slater u)) := by
  have h : ((n : ℂ) + 1) • oneRDM k (slater u) = occupied u := by
    rw [oneRDM_slater hu, smul_smul, mul_one_div_cancel (Nat.cast_add_one_ne_zero n), one_smul]
  rw [h]
  exact ⟨rfl, (occupied_projector hu).2.1⟩

/-- The two orbitals `(3/5, 4i/5, 0)` and `(4i/5, 3/5, 0)` in `ℂ³` are orthonormal. -/
theorem orthonormalOrbitals_witness :
    OrthonormalOrbitals (![![3 / 5, 4 / 5 * Complex.I, 0], ![4 / 5 * Complex.I, 3 / 5, 0]] :
      Fin 2 → Fin 3 → ℂ) := by
  have h3 : (starRingEnd ℂ) 3 = 3 := Complex.ext (by simp) (by simp)
  have h4 : (starRingEnd ℂ) 4 = 4 := Complex.ext (by simp) (by simp)
  have h5 : (starRingEnd ℂ) 5 = 5 := Complex.ext (by simp) (by simp)
  intro i j
  fin_cases i <;> fin_cases j <;>
    simp [dotProduct, Fin.sum_univ_three, Complex.ext_iff, h3, h4, h5] <;> norm_num

end SlaterReducedState
```

```lean
#print axioms SlaterReducedState.oneRDM_slater
-- 'SlaterReducedState.oneRDM_slater' depends on axioms: [propext, Classical.choice, Quot.sound]
#print axioms SlaterReducedState.oneRDM_scaled
-- 'SlaterReducedState.oneRDM_scaled' depends on axioms: [propext, Classical.choice, Quot.sound]
```

## How the lemmas assemble the result

`slater_expand` is the Laplace step. It rewrites with `Matrix.det_succ_column`, splits the factorial under the square root, and identifies each minor with the determinant of the remaining particles.

`slater_overlap` first proves the unnormalised identity `key`, which carries a factor \(n!\) for \(n\) orbitals, and then divides by it. Its `calc` chain has the same order as the derivation: expand both determinants, factorise the configuration sum with `Finset.prod_univ_sum`, evaluate the sum over `σ` with `Matrix.det_permute`, and count the permutations `τ`.

`slater_norm` is the case of an identity overlap matrix. `hole_overlap` uses it when the removed orbitals coincide. When they differ, `Fin.exists_succAbove_eq` locates the row belonging to orbital `j`, and `Matrix.det_eq_zero_of_row_eq_zero` finishes the case.

`oneRDM_slater` keeps only two facts about the coefficients `s`: the expansion holds, and `s i * star (s i)` equals \(1/N\). The explicit signs then play no part in the main calculation. Exchanging the finite sums exposes the overlaps of the \(\Phi_i\), and the Kronecker delta removes the off-diagonal terms.

`occupied_projector` places the orbitals in the columns of a matrix `A` with \(A^{\mathsf H}A=1\), so that \(P=AA^{\mathsf H}\). Hermiticity and idempotency follow by matrix algebra. The auxiliary formula `hact` is the action \(Px=\sum_i\langle u_i,x\rangle u_i\), from which both inclusions for the range are read off. `oneRDM_scaled` multiplies the formula for \(\gamma\) by \(N\) and takes idempotency from this theorem.

## Renumbering particles with `succAbove`

Removing a particle or an orbital leaves a gap in the numbering. Mathlib handles the gap with `k.succAbove`, the increasing map from `Fin n` to `Fin (n + 1)` that skips `k`. For three particles and `k = 1`, it sends 0 to 0 and 1 to 2.

The configuration `k.insertNth a y` fits this map: its value at `k` is `a`, and its value at `k.succAbove j` is `y j`. In the example it is \((y_0,a,y_1)\). The minors in `Matrix.det_succ_column` are numbered by the same map, with `i.succAbove` for the rows and `k.succAbove` for the columns.

The partial trace and the Laplace expansion therefore number the remaining particles identically. The equality `hs` in `slater_expand`, which matches a minor to the smaller determinant, reduces to a comparison of entries that `simp` settles, with no separate argument about reordering particles.
